# Each added axis lowers a separable crystal's indirect gap by the width of the lower chain band

Take non-interacting electrons in a crystal whose energies are sums of chain energies, one per axis. Every axis has the same two chain bands, sampled on the same finite set of k points. The indirect gap between the two lowest bands of this crystal is the chain gap minus one lower-chain bandwidth for every axis beyond the first. A chain with a gap can therefore give a square or cubic crystal whose bands overlap in energy.

## Band edges on a finite k set

Let \(K\) be a finite nonempty set of k points, with real chain bands \(e_1,e_2\) on it. For a band \(f\) on any finite nonempty set, `bandMin f` and `bandMax f` are its lowest and highest values, written \(\min f\) and \(\max f\). `indirectGap` is the bottom of the upper band minus the top of the lower band, and the two edges may lie at different k points.

`IsInsulating` says that some energy \(\mu\) lies strictly between the bands. It contains no electron count, so the name fits a filling that exactly completes the lower band.

In Lean 4 with Mathlib:

```lean
import Mathlib

open Finset

namespace SeparableBandOverlap

noncomputable section

/-- The bottom of a band `f` sampled on a finite nonempty set of k points. -/
def bandMin {X : Type*} [Fintype X] [Nonempty X] (f : X → ℝ) : ℝ :=
  univ.inf' univ_nonempty f

/-- The top of a band `f` sampled on a finite nonempty set of k points. -/
def bandMax {X : Type*} [Fintype X] [Nonempty X] (f : X → ℝ) : ℝ :=
  univ.sup' univ_nonempty f

/-- The indirect gap: bottom of the upper band minus top of the lower band. If `lower ≤ upper` at
every k point, a negative value means that the energy ranges of the two bands overlap. -/
def indirectGap {X : Type*} [Fintype X] [Nonempty X] (lower upper : X → ℝ) : ℝ :=
  bandMin upper - bandMax lower

/-- Some energy `μ` lies strictly above the whole lower band and strictly below the whole
upper band. -/
def IsInsulating {X : Type*} (lower upper : X → ℝ) : Prop :=
  ∃ μ : ℝ, ∀ k, lower k < μ ∧ μ < upper k
```

### (a) The bottom of a band

Show that the bottom is reached and bounds the band:
\[
\exists x:\ \min f=f(x),\qquad \min f\le f(y)\ \text{ for all } y .
\]

A finite nonempty list of real numbers has a smallest entry. Its position is \(x\), and no other entry is smaller. The two halves of the statement are the Mathlib lemmas `exists_mem_eq_inf'` and `inf'_le`.

```lean
/-- The bottom of a band is reached at some k point and bounds the band from below. -/
theorem bandMin_spec {X : Type*} [Fintype X] [Nonempty X] (f : X → ℝ) :
    (∃ x, bandMin f = f x) ∧ ∀ x, bandMin f ≤ f x := by
  obtain ⟨x, _, hx⟩ := Finset.exists_mem_eq_inf' univ_nonempty f
  exact ⟨⟨x, hx⟩, fun y => Finset.inf'_le f (mem_univ y)⟩
```

### (b) The top of a band

Show likewise that
\[
\exists x:\ \max f=f(x),\qquad f(y)\le \max f\ \text{ for all } y .
\]

The largest entry of the list does this, and the proof is the mirror image of (a). Later parts use the band edges mainly through these two facts.

```lean
/-- The top of a band is reached at some k point and bounds the band from above. -/
theorem bandMax_spec {X : Type*} [Fintype X] [Nonempty X] (f : X → ℝ) :
    (∃ x, bandMax f = f x) ∧ ∀ x, f x ≤ bandMax f := by
  obtain ⟨x, _, hx⟩ := Finset.exists_mem_eq_sup' univ_nonempty f
  exact ⟨⟨x, hx⟩, fun y => Finset.le_sup' f (mem_univ y)⟩
```

## Levels of the separable crystal

Let \(\iota\) be a finite set of \(d\) axes; `Fintype.card ι` is \(d\). A wave vector is a function \(k:\iota\to K\) with components \(k_i\). If the axes are perpendicular and the potential is a sum of identical one-dimensional potentials, one per axis, the chain energies add. With the axes in \(S\subseteq\iota\) in the upper chain band, the energy is
\[
E_S(k)=\sum_{i\in S}e_2(k_i)+\sum_{i\notin S}e_1(k_i),
\]
which is `level e1 e2 S k`. The two crystal bands studied here, the second for \(d\ge1\), are
\[
A(k)=\sum_i e_1(k_i),\qquad B(k)=A(k)+\min_i\bigl(e_2(k_i)-e_1(k_i)\bigr).
\]

```lean
variable {K ι : Type*} [Fintype ι]

/-- The energy of the separable crystal at wave vector `k` when the axes in `S` are in the
upper chain band `e2` and all other axes are in the lower chain band `e1`. -/
def level [DecidableEq ι] (e1 e2 : K → ℝ) (S : Finset ι) (k : ι → K) : ℝ :=
  ∑ i, if i ∈ S then e2 (k i) else e1 (k i)

/-- The crystal band `A(k) = ∑ i, e1 (k i)`. -/
def lowerBand (e1 : K → ℝ) (k : ι → K) : ℝ := ∑ i, e1 (k i)

/-- The crystal band `B(k)`: `A(k)` plus the cheapest excitation of a single axis. -/
def upperBand [Nonempty ι] (e1 e2 : K → ℝ) (k : ι → K) : ℝ :=
  lowerBand e1 k + bandMin (fun i => e2 (k i) - e1 (k i))
```

### (c) The lowest level at fixed k

Assume \(e_1\le e_2\) at every k point. Show that
\[
A(k)=\min_{S}E_S(k).
\]

The choice \(S=\emptyset\) gives \(A(k)\). For any other \(S\), each term is \(e_1(k_i)\) or \(e_2(k_i)\), hence at least \(e_1(k_i)\), and summing gives \(E_S(k)\ge A(k)\). `IsLeast` asks for exactly these two things: membership and a lower bound. `split_ifs` separates the two kinds of term.

```lean
/-- If `e1 ≤ e2`, then `A(k)` is the lowest level of the separable crystal at `k`. -/
theorem lowerBand_isLeast [DecidableEq ι] (e1 e2 : K → ℝ) (h : ∀ q, e1 q ≤ e2 q)
    (k : ι → K) :
    IsLeast (Set.range fun S : Finset ι => level e1 e2 S k) (lowerBand e1 k) := by
  constructor
  · exact ⟨∅, by simp [level, lowerBand]⟩
  · rintro _ ⟨S, rfl⟩
    refine Finset.sum_le_sum fun i _ => ?_
    split_ifs
    · exact h (k i)
    · exact le_rfl
```

### (d) The lowest excited level at fixed k

Under the same ordering and with \(d\ge1\), show that
\[
B(k)=\min_{S\ne\emptyset}E_S(k).
\]

Write \(E_S(k)=A(k)+\sum_{i\in S}\bigl(e_2(k_i)-e_1(k_i)\bigr)\), which is `hlev` in the code. Exciting only the cheapest axis gives \(B(k)\). If \(S\) contains an axis \(j\), the excitation energies in the sum are nonnegative, so
\[
E_S(k)\ge A(k)+e_2(k_j)-e_1(k_j)\ge B(k).
\]
The first inequality is `single_le_sum`, the second is (a) applied to the axes.

```lean
/-- If `e1 ≤ e2`, then `B(k)` is the lowest level at `k` among those with at least one axis
in the upper chain band. -/
theorem upperBand_isLeast [DecidableEq ι] [Nonempty ι] (e1 e2 : K → ℝ)
    (h : ∀ q, e1 q ≤ e2 q) (k : ι → K) :
    IsLeast ((fun S : Finset ι => level e1 e2 S k) '' {S | S.Nonempty})
      (upperBand e1 e2 k) := by
  -- a level is the lowest one plus the excitation energies of the axes in `S`
  have hlev : ∀ S : Finset ι,
      level e1 e2 S k = lowerBand e1 k + ∑ i ∈ S, (e2 (k i) - e1 (k i)) := by
    intro S
    have hS : ∑ i ∈ S, (e2 (k i) - e1 (k i))
        = ∑ i, if i ∈ S then e2 (k i) - e1 (k i) else 0 := by
      rw [Finset.sum_ite_mem, Finset.univ_inter]
    rw [hS, lowerBand, level, ← Finset.sum_add_distrib]
    refine Finset.sum_congr rfl fun i _ => ?_
    split_ifs <;> ring
  obtain ⟨⟨i, hi⟩, hmin⟩ := bandMin_spec (fun i => e2 (k i) - e1 (k i))
  constructor
  · refine ⟨{i}, Finset.singleton_nonempty i, ?_⟩
    change level e1 e2 {i} k = upperBand e1 e2 k
    rw [hlev, Finset.sum_singleton, upperBand, hi]
  · rintro _ ⟨S, ⟨j, hj⟩, rfl⟩
    change upperBand e1 e2 k ≤ level e1 e2 S k
    have h1 := Finset.single_le_sum (f := fun i => e2 (k i) - e1 (k i))
      (fun i _ => sub_nonneg.2 (h (k i))) hj
    have h2 := hmin j
    rw [hlev, upperBand]
    linarith
```

With no ordering assumed, both (c) and (d) can fail. Take one k point, \(e_1=1\), \(e_2=0\) and two axes. Then \(A=2\) and \(B=1\), but exciting both axes gives energy \(0\). The remaining parts do not assume the ordering; it is what identifies \(A\) and \(B\) as the two lowest bands.

### (e) The top of the lower crystal band

Show that
\[
\max A=d\,\max e_1 .
\]

Each of the \(d\) terms of \(A(k)\) is at most \(\max e_1\), so \(A(k)\le d\max e_1\). If \(e_1\) has its maximum at \(q\), the wave vector with every component equal to \(q\) reaches this value. `le_antisymm` joins the two inequalities.

```lean
variable [DecidableEq ι] [Fintype K] [Nonempty K]

/-- The top of the lower crystal band is `d` times the top of the lower chain band, with `d`
the number of axes. -/
theorem bandMax_lowerBand (e1 : K → ℝ) :
    bandMax (lowerBand (ι := ι) e1) = Fintype.card ι * bandMax e1 := by
  obtain ⟨⟨q, hq⟩, hmax⟩ := bandMax_spec e1
  obtain ⟨⟨k, hk⟩, hA⟩ := bandMax_spec (lowerBand (ι := ι) e1)
  apply le_antisymm
  · rw [hk]
    calc lowerBand e1 k ≤ ∑ _i : ι, bandMax e1 := Finset.sum_le_sum fun i _ => hmax (k i)
      _ = Fintype.card ι * bandMax e1 := by simp
  · have h := hA (fun _ => q)
    have hv : lowerBand e1 (fun _ : ι => q) = Fintype.card ι * e1 q := by simp [lowerBand]
    rw [hq, ← hv]
    exact h
```

### (f) The bottom of the upper crystal band

For \(d\ge1\), show that
\[
\min B=\min e_2+(d-1)\min e_1 .
\]

Let \(e_2\) have its minimum at \(p\) and \(e_1\) at \(q\). Put one axis at \(p\) and the others at \(q\). Exciting the axis at \(p\) costs \(e_2(p)-e_1(p)\), and the cheapest excitation costs no more, so
\[
\min B\le e_1(p)+(d-1)e_1(q)+e_2(p)-e_1(p)=\min e_2+(d-1)\min e_1 .
\]

For the other direction, take any \(k\) and let \(i\) be its cheapest axis. The differences \(e_1(k_j)-\min e_1\) are nonnegative, so their sum is at least the term \(j=i\):
\[
A(k)-d\min e_1\ge e_1(k_i)-\min e_1 .
\]
Adding \(e_2(k_i)-e_1(k_i)\) gives \(B(k)\ge e_2(k_i)+(d-1)\min e_1\), and \(e_2(k_i)\ge\min e_2\). In the code, `Function.update` builds the trial wave vector `t`, and `hsum` rewrites the sum of differences.

```lean
variable [Nonempty ι]

/-- The bottom of the upper crystal band is the bottom of `e2` plus `d - 1` times the bottom of
`e1`, with `d` the number of axes. -/
theorem bandMin_upperBand (e1 e2 : K → ℝ) :
    bandMin (upperBand (ι := ι) e1 e2)
      = bandMin e2 + ((Fintype.card ι : ℝ) - 1) * bandMin e1 := by
  obtain ⟨⟨p, hp⟩, hmin2⟩ := bandMin_spec e2
  obtain ⟨⟨q, hq⟩, hmin1⟩ := bandMin_spec e1
  obtain ⟨⟨k, hk⟩, hB⟩ := bandMin_spec (upperBand (ι := ι) e1 e2)
  -- energies measured from the bottom of `e1`
  have hsum : ∀ k : ι → K, ∑ i, (e1 (k i) - bandMin e1)
      = lowerBand e1 k - Fintype.card ι * bandMin e1 := by
    intro k
    simp [lowerBand, Finset.sum_sub_distrib]
  apply le_antisymm
  · -- trial wave vector: one axis at `p`, all others at `q`
    obtain ⟨i₀⟩ := ‹Nonempty ι›
    let t : ι → K := Function.update (fun _ => q) i₀ p
    have ht : t i₀ = p := by simp [t]
    have h1 : ∑ i, (e1 (t i) - bandMin e1) = e1 (t i₀) - bandMin e1 := by
      refine Finset.sum_eq_single i₀ (fun j _ hj => ?_) (fun h => absurd (mem_univ i₀) h)
      have htj : t j = q := by simp [t, hj]
      rw [htj, hq, sub_self]
    have h2 := (bandMin_spec (fun i => e2 (t i) - e1 (t i))).2 i₀
    have h3 := hB t
    have h4 := hsum t
    simp only [ht] at h1 h2
    unfold upperBand at h3 ⊢
    linarith
  · obtain ⟨⟨i, hi⟩, _⟩ := bandMin_spec (fun i => e2 (k i) - e1 (k i))
    have h1 := Finset.single_le_sum (f := fun i => e1 (k i) - bandMin e1)
      (fun i _ => sub_nonneg.2 (hmin1 (k i))) (mem_univ i)
    have h2 := hsum k
    have h3 := hmin2 (k i)
    rw [hk, upperBand, hi]
    linarith
```

### (g) The indirect gap

For \(d\ge1\), show that
\[
\min B-\max A=(\min e_2-\max e_1)-(d-1)(\max e_1-\min e_1).
\]

Subtract (e) from (f) and split \(d\max e_1\) into \(\max e_1+(d-1)\max e_1\):
\[
\min e_2+(d-1)\min e_1-\max e_1-(d-1)\max e_1 .
\]
Collecting the terms with \(d-1\) gives the right-hand side. The code rewrites with the two band edges and leaves the algebra to `ring`.

```lean
/-- The indirect gap of the separable crystal is the chain gap minus `d - 1` times the width
of the lower chain band, with `d` the number of axes. -/
theorem indirectGap_crystal (e1 e2 : K → ℝ) :
    indirectGap (lowerBand (ι := ι) e1) (upperBand e1 e2)
      = indirectGap e1 e2 - ((Fintype.card ι : ℝ) - 1) * (bandMax e1 - bandMin e1) := by
  rw [indirectGap, indirectGap, bandMax_lowerBand, bandMin_upperBand]
  ring
```

In a plane-wave calculation with such a potential, the Fourier coefficients of the potential vanish unless the reciprocal vector lies along an axis. With the same cutoff applied to each axis separately, the crystal energies are exact sums of chain eigenvalues. One diagonalises the chain matrix at each mesh point, keeps the two lowest eigenvalues, and inserts their extremes in the formula. The result is the crystal gap on the product mesh, where each component of the wave vector runs over all points of the chain mesh; the gap over the full Brillouin zone can be smaller.

### (h) The condition for an insulator

Write \(\Delta=\min e_2-\max e_1\) for the chain gap and \(W=\max e_1-\min e_1\) for the lower bandwidth. For \(d\ge1\), show that
\[
\text{some energy separates } A \text{ and } B\iff (d-1)W<\Delta .
\]

If \(\mu\) separates the bands, then \(\max A<\mu<\min B\), because both edges are reached. By (g), \(\Delta-(d-1)W>0\). Conversely, if this is positive, the midpoint of \(\max A\) and \(\min B\) separates the bands. Bands that merely touch do not count as insulating.

```lean
/-- An energy separates the two crystal bands exactly when the chain gap exceeds `d - 1` times the
width of the lower chain band, with `d` the number of axes. -/
theorem isInsulating_crystal_iff (e1 e2 : K → ℝ) :
    IsInsulating (lowerBand (ι := ι) e1) (upperBand e1 e2)
      ↔ ((Fintype.card ι : ℝ) - 1) * (bandMax e1 - bandMin e1) < indirectGap e1 e2 := by
  have hm := indirectGap_crystal (ι := ι) e1 e2
  rw [indirectGap] at hm
  obtain ⟨⟨x, hx⟩, hA⟩ := bandMax_spec (lowerBand (ι := ι) e1)
  obtain ⟨⟨y, hy⟩, hB⟩ := bandMin_spec (upperBand (ι := ι) e1 e2)
  constructor
  · rintro ⟨μ, hμ⟩
    have h1 := (hμ x).1
    have h2 := (hμ y).2
    linarith
  · intro h
    -- put `μ` in the middle of the gap
    refine ⟨(bandMin (upperBand (ι := ι) e1 e2) + bandMax (lowerBand (ι := ι) e1)) / 2,
      fun k => ?_⟩
    have h1 := hA k
    have h2 := hB k
    constructor <;> linarith
```

### (i) Many axes

Suppose \(e_1(p)<e_1(q)\) for some \(p,q\in K\). In this part the number of axes is \(d+1\), as in the code. Show that there is an \(N\) with
\[
\Delta\le dW\quad\text{for all } d\ge N,
\]
so that no energy separates the crystal bands.

The assumption gives \(W\ge e_1(q)-e_1(p)>0\). Choose a natural number \(N\ge\Delta/W\). For \(d\ge N\) we get \(dW\ge\Delta\), which is the negation of the condition in (h) for \(d+1\) axes. The type `Fin (d + 1)` supplies the axes, and `div_le_iff₀` clears the denominator.

```lean
omit [Fintype ι] [DecidableEq ι] [Nonempty ι] in
/-- If the lower chain band is not flat, then in all sufficiently high dimensions no energy
separates the two crystal bands. -/
theorem not_isInsulating_of_high_dimension (e1 e2 : K → ℝ) {p q : K} (h : e1 p < e1 q) :
    ∃ N : ℕ, ∀ d ≥ N,
      ¬ IsInsulating (lowerBand (ι := Fin (d + 1)) e1) (upperBand e1 e2) := by
  have hw : 0 < bandMax e1 - bandMin e1 := by
    have h1 := (bandMax_spec e1).2 q
    have h2 := (bandMin_spec e1).2 p
    linarith
  obtain ⟨N, hN⟩ := exists_nat_ge (indirectGap e1 e2 / (bandMax e1 - bandMin e1))
  refine ⟨N, fun d hd => ?_⟩
  have hc : ((d + 1 : ℕ) : ℝ) - 1 = d := by push_cast; ring
  rw [isInsulating_crystal_iff, Fintype.card_fin, hc, not_lt]
  have hNd : (N : ℝ) ≤ d := by exact_mod_cast hd
  exact (div_le_iff₀ hw).1 (hN.trans hNd)
```

### (j) A gapped chain and its square crystal

On two k points, numbered 0 and 1, let \(e_1=(0,2)\) and \(e_2=(5,3)\). Show that the chain is insulating, while for two axes
\[
\min B-\max A=-1 .
\]

The energy \(\mu=5/2\) lies above \(0,2\) and below \(5,3\). The chain has \(\Delta=3-2=1\) and \(W=2-0=2\), so (g) gives \(1-2=-1\). Directly, \(\max A=4\) at \(k=(1,1)\), and \(\min B=3\) at \(k=(1,0)\). At every single wave vector \(B\) still lies above \(A\) by at least 1, so the overlap is purely indirect. The code checks the two k points with `fin_cases`, finds the three chain edges it needs, and applies (g).

```lean
/-- The chain with bands `(0, 2)` and `(5, 3)` on two k points is insulating, while the
square crystal built from it has indirect gap `-1`. -/
theorem gapped_chain_overlapping_square :
    IsInsulating (![0, 2] : Fin 2 → ℝ) ![5, 3] ∧
      indirectGap (lowerBand (ι := Fin 2) (![0, 2] : Fin 2 → ℝ))
        (upperBand ![0, 2] ![5, 3]) = -1 := by
  constructor
  · refine ⟨5 / 2, fun k => ?_⟩
    fin_cases k <;> norm_num
  · have h1 : bandMin (![5, 3] : Fin 2 → ℝ) = 3 :=
      le_antisymm (by simpa using (bandMin_spec (![5, 3] : Fin 2 → ℝ)).2 1)
        (Finset.le_inf' _ _ (by intro i _; fin_cases i <;> norm_num))
    have h2 : bandMin (![0, 2] : Fin 2 → ℝ) = 0 :=
      le_antisymm (by simpa using (bandMin_spec (![0, 2] : Fin 2 → ℝ)).2 0)
        (Finset.le_inf' _ _ (by intro i _; fin_cases i <;> norm_num))
    have h3 : bandMax (![0, 2] : Fin 2 → ℝ) = 2 :=
      le_antisymm (Finset.sup'_le _ _ (by intro i _; fin_cases i <;> norm_num))
        (by simpa using (bandMax_spec (![0, 2] : Fin 2 → ℝ)).2 1)
    rw [indirectGap_crystal, indirectGap, h1, h2, h3, Fintype.card_fin]
    norm_num

end

end SeparableBandOverlap
```

```lean
#print axioms SeparableBandOverlap.upperBand_isLeast
#print axioms SeparableBandOverlap.indirectGap_crystal
#print axioms SeparableBandOverlap.not_isInsulating_of_high_dimension
#print axioms SeparableBandOverlap.gapped_chain_overlapping_square
```

```
'SeparableBandOverlap.upperBand_isLeast' depends on axioms: [propext, Classical.choice, Quot.sound]
'SeparableBandOverlap.indirectGap_crystal' depends on axioms: [propext, Classical.choice, Quot.sound]
'SeparableBandOverlap.not_isInsulating_of_high_dimension' depends on axioms: [propext, Classical.choice, Quot.sound]
'SeparableBandOverlap.gapped_chain_overlapping_square' depends on axioms: [propext, Classical.choice, Quot.sound]
```
